# For strictly positive probabilities, the stochastic reconfiguration matrix annihilates exactly the directions in which Σ_k v_k O_k is constant

Stochastic reconfiguration updates the parameters of a variational wave function by solving S δ = f. If S has a nonzero null vector, a solution is not unique, and a numerical solver may return a huge step or fail. The question here is whether moving along such a direction changes the state to first order.

For a real wave function ψ with parameters α_k, let O_k = ∂ ln|ψ|/∂α_k. If T = Σ_k v_k O_k is constant over configurations, a small change of the parameters along v only rescales ψ, to first order. The result below identifies these directions with the null vectors of S, for finitely many configurations that all have positive probability.

## Averages and the matrix

The finite types `X` and `K` label configurations and parameters.

In Lean 4 with Mathlib:

```lean
import Mathlib

open Matrix

namespace StochasticReconfiguration

noncomputable section

variable {X K : Type*} [Fintype X] [Fintype K]
```

The average of a function f with weights p is

⟨f⟩ = Σ_x p(x) f(x).

Normalisation is not built in; theorems that need it assume `hsum`.

```lean
/-- The weighted sum `∑ p(x) f(x)`, written `⟨f⟩`. It is the average of `f` when `p` is a
probability distribution. -/
def mean (p f : X → ℝ) : ℝ := ∑ x, p x * f x
```

The matrix is the covariance of the logarithmic derivatives:

S_kl = ⟨O_k O_l⟩ − ⟨O_k⟩⟨O_l⟩.

In the code `O` is any family of real functions, and no wave function ties it to `p`. Complex wave functions are not covered.

```lean
/-- The stochastic reconfiguration matrix `S_kl = ⟨O_k O_l⟩ - ⟨O_k⟩⟨O_l⟩`. -/
def srMatrix (p : X → ℝ) (O : K → X → ℝ) : Matrix K K ℝ :=
  Matrix.of fun k l => mean p (fun x => O k x * O l x) - mean p (O k) * mean p (O l)
```

A direction v in parameter space gives the function

T(x) = Σ_k v_k O_k(x).

```lean
/-- The function `∑ v_k O_k` belonging to a parameter direction `v`. -/
def combination (O : K → X → ℝ) (v : K → ℝ) (x : X) : ℝ := ∑ k, v k * O k x
```

For a function E on configurations, the force is

f_k = ⟨E⟩⟨O_k⟩ − ⟨E O_k⟩.

When p = ψ²/Σψ² and E is the local energy of a real symmetric Hamiltonian, this is minus half the energy gradient.

```lean
/-- The force `⟨E⟩⟨O_k⟩ - ⟨E O_k⟩` of a local energy `E` on the parameter `k`. -/
def force (p : X → ℝ) (O : K → X → ℝ) (E : X → ℝ) (k : K) : ℝ :=
  mean p E * mean p (O k) - mean p (fun x => E x * O k x)
```

## The quadratic form is a variance

Exchanging the two finite sums gives, for any function g,

⟨g T⟩ = Σ_x p(x) g(x) Σ_k v_k O_k(x) = Σ_k v_k ⟨g O_k⟩.

`Finset.sum_comm` makes the exchange.

```lean
/-- For any weights, `⟨g T⟩ = ∑ v_k ⟨g O_k⟩`, where `T = ∑ v_k O_k`. -/
theorem mean_mul_combination (p : X → ℝ) (O : K → X → ℝ) (v : K → ℝ) (g : X → ℝ) :
    mean p (fun x => g x * combination O v x)
      = ∑ k, v k * mean p (fun x => g x * O k x) := by
  simp only [mean, combination, Finset.mul_sum]
  rw [Finset.sum_comm]
  exact Finset.sum_congr rfl fun k _ => Finset.sum_congr rfl fun x _ => by ring
```

Setting g = 1 gives

⟨T⟩ = Σ_k v_k ⟨O_k⟩.

```lean
/-- For any weights, `⟨∑ v_k O_k⟩ = ∑ v_k ⟨O_k⟩`. -/
theorem mean_combination (p : X → ℝ) (O : K → X → ℝ) (v : K → ℝ) :
    mean p (combination O v) = ∑ k, v k * mean p (O k) := by
  have h := mean_mul_combination p O v (fun _ => 1)
  simpa only [one_mul] using h
```

Both formulas together turn the matrix product into a covariance:

(S v)_k = Σ_l (⟨O_k O_l⟩ − ⟨O_k⟩⟨O_l⟩) v_l = ⟨O_k T⟩ − ⟨O_k⟩⟨T⟩.

```lean
/-- The component `k` of `S v` is `⟨O_k T⟩ - ⟨O_k⟩⟨T⟩`, where `T = ∑ v_l O_l`. -/
theorem srMatrix_mulVec (p : X → ℝ) (O : K → X → ℝ) (v : K → ℝ) (k : K) :
    (srMatrix p O *ᵥ v) k
      = mean p (fun x => O k x * combination O v x)
        - mean p (O k) * mean p (combination O v) := by
  rw [mean_mul_combination, mean_combination, Finset.mul_sum, ← Finset.sum_sub_distrib]
  simp only [Matrix.mulVec, dotProduct, srMatrix, Matrix.of_apply]
  exact Finset.sum_congr rfl fun l _ => by ring
```

Multiplying by v_k and summing yields v·Sv = ⟨T²⟩ − ⟨T⟩². For any number m, normalisation gives

⟨(T − m)²⟩ = ⟨T²⟩ − 2m⟨T⟩ + m².

At m = ⟨T⟩ the right-hand side is ⟨T²⟩ − ⟨T⟩², so

v·Sv = ⟨(T − ⟨T⟩)²⟩.

In the proof, `e` is the expansion and `var` its value at the mean; the remaining lines contract S v with v.

```lean
/-- For weights that sum to one, the quadratic form of `S` at `v` is `⟨(T - ⟨T⟩)²⟩`, where `T = ∑
v_k O_k`. -/
theorem quadratic_form_eq_variance (p : X → ℝ) (hsum : ∑ x, p x = 1)
    (O : K → X → ℝ) (v : K → ℝ) :
    v ⬝ᵥ (srMatrix p O *ᵥ v)
      = mean p (fun x => (combination O v x - mean p (combination O v)) ^ 2) := by
  -- the variance is the mean square minus the squared mean
  have var : ∀ t : X → ℝ, mean p (fun x => (t x - mean p t) ^ 2)
      = mean p (fun x => t x * t x) - mean p t * mean p t := by
    intro t
    have e : ∀ m : ℝ, ∑ x, p x * (t x - m) ^ 2
        = ∑ x, p x * (t x * t x) - 2 * m * ∑ x, p x * t x + m ^ 2 * ∑ x, p x := by
      intro m
      simp only [Finset.mul_sum, ← Finset.sum_sub_distrib, ← Finset.sum_add_distrib]
      exact Finset.sum_congr rfl fun x _ => by ring
    have h := e (mean p t)
    have hm : ∑ x, p x * t x = mean p t := rfl
    rw [hsum, hm] at h
    change ∑ x, p x * (t x - mean p t) ^ 2
      = ∑ x, p x * (t x * t x) - mean p t * mean p t
    linear_combination h
  have hT := mean_combination p O v
  have h : mean p (combination O v) * mean p (combination O v)
      = ∑ k, v k * (mean p (O k) * mean p (combination O v)) := by
    calc mean p (combination O v) * mean p (combination O v)
        = (∑ k, v k * mean p (O k)) * mean p (combination O v) := by rw [← hT]
      _ = _ := by
        rw [Finset.sum_mul]
        exact Finset.sum_congr rfl fun k _ => by ring
  -- contract the covariance formula for `S v` with `v`
  rw [var, h, mean_mul_combination p O v (combination O v), ← Finset.sum_sub_distrib]
  simp only [dotProduct]
  refine Finset.sum_congr rfl fun k _ => ?_
  have hc : (fun x => O k x * combination O v x) = fun x => combination O v x * O k x :=
    funext fun x => mul_comm _ _
  rw [srMatrix_mulVec, hc, mul_sub]
```

## Null vectors

If v·Sv = 0, a sum of nonnegative terms vanishes, so each term does:

p(x) (T(x) − ⟨T⟩)² = 0 for every x.

Since p(x) > 0, T(x) = ⟨T⟩ everywhere. Physically, the hypothesis `hp` says that ψ has no zeros on the configuration set.

```lean
/-- If all weights are positive and sum to one, and the quadratic form of `S` vanishes at `v`, then
`∑ v_k O_k` equals its average on every configuration. -/
theorem eq_mean_of_quadratic_form_eq_zero (p : X → ℝ) (hp : ∀ x, 0 < p x)
    (hsum : ∑ x, p x = 1) (O : K → X → ℝ) (v : K → ℝ)
    (h : v ⬝ᵥ (srMatrix p O *ᵥ v) = 0) (x : X) :
    combination O v x = mean p (combination O v) := by
  rw [quadratic_form_eq_variance p hsum, mean] at h
  have hx := (Finset.sum_eq_zero_iff_of_nonneg
    (fun y _ => mul_nonneg (hp y).le (sq_nonneg _))).1 h x (Finset.mem_univ x)
  have hsq := (mul_eq_zero.1 hx).resolve_left (hp x).ne'
  exact sub_eq_zero.1 (pow_eq_zero_iff (two_ne_zero)|>.1 hsq)
```

The main theorem has three parts: S is symmetric, v·Sv ≥ 0 for every v, and S v = 0 exactly when some c satisfies T(x) = c for all x. Symmetry follows from O_k O_l = O_l O_k, and nonnegativity from the variance. A null vector has v·Sv = 0, so the previous step applies. Conversely, if T = c, then

(S v)_k = c⟨O_k⟩ − ⟨O_k⟩c = 0.

```lean
/-- For a positive normalised probability, the stochastic reconfiguration matrix is symmetric
and positive semidefinite, and `S v = 0` if and only if `∑ v_k O_k` is a constant function. -/
theorem srMatrix_posSemidef_and_kernel (p : X → ℝ) (hp : ∀ x, 0 < p x)
    (hsum : ∑ x, p x = 1) (O : K → X → ℝ) :
    (srMatrix p O).IsSymm ∧ (∀ v, 0 ≤ v ⬝ᵥ (srMatrix p O *ᵥ v)) ∧
      ∀ v, srMatrix p O *ᵥ v = 0 ↔ ∃ c, ∀ x, combination O v x = c := by
  refine ⟨?_, fun v => ?_, fun v => ⟨fun hv => ?_, ?_⟩⟩
  · ext k l
    simp only [Matrix.transpose_apply, srMatrix, Matrix.of_apply, mean]
    rw [mul_comm (∑ x, p x * O l x)]
    congr 1
    exact Finset.sum_congr rfl fun x _ => by ring
  · rw [quadratic_form_eq_variance p hsum]
    exact Finset.sum_nonneg fun x _ => mul_nonneg (hp x).le (sq_nonneg _)
  · -- a null vector has zero variance
    exact ⟨_, eq_mean_of_quadratic_form_eq_zero p hp hsum O v (by rw [hv, dotProduct_zero])⟩
  · -- a constant has zero covariance with every `O_k`
    rintro ⟨c, hc⟩
    have hT : combination O v = fun _ => c := funext hc
    ext k
    rw [srMatrix_mulVec, hT]
    simp only [mean, ← mul_assoc, ← Finset.sum_mul, hsum, mul_one, Pi.zero_apply, sub_self]
```

Hence S is positive definite exactly when only v = 0 makes T constant. If a nonzero v did so, v·Sv would vanish; if none does, the variance is positive for every v ≠ 0.

```lean
/-- For positive weights that sum to one, the quadratic form of `S` is positive at every nonzero
vector if and only if no nonzero parameter direction `v` makes `∑ v_k O_k` constant. -/
theorem srMatrix_posDef_iff (p : X → ℝ) (hp : ∀ x, 0 < p x)
    (hsum : ∑ x, p x = 1) (O : K → X → ℝ) :
    (∀ v, v ≠ 0 → 0 < v ⬝ᵥ (srMatrix p O *ᵥ v)) ↔
      ∀ v c, (∀ x, combination O v x = c) → v = 0 := by
  obtain ⟨-, hnonneg, hker⟩ := srMatrix_posSemidef_and_kernel p hp hsum O
  constructor
  · intro h v c hc
    by_contra hv
    have hpos := h v hv
    rw [(hker v).2 ⟨c, hc⟩, dotProduct_zero] at hpos
    exact lt_irrefl _ hpos
  · intro h v hv
    exact lt_of_le_of_ne (hnonneg v) fun h0 =>
      hv (h v _ (eq_mean_of_quadratic_form_eq_zero p hp hsum O v h0.symm))
```

## Forces and the shifted equation

The force does not push along null vectors. If S v = 0, then T = c and

v·f = ⟨E⟩⟨T⟩ − ⟨E T⟩ = c⟨E⟩ − c⟨E⟩ = 0.

```lean
/-- For positive weights that sum to one, the force of any function `E` is orthogonal to every null
vector of `S`. -/
theorem force_orthogonal_kernel (p : X → ℝ) (hp : ∀ x, 0 < p x)
    (hsum : ∑ x, p x = 1) (O : K → X → ℝ) (E : X → ℝ) (v : K → ℝ)
    (hv : srMatrix p O *ᵥ v = 0) : v ⬝ᵥ force p O E = 0 := by
  obtain ⟨c, hc⟩ := ((srMatrix_posSemidef_and_kernel p hp hsum O).2.2 v).1 hv
  have hT : combination O v = fun _ => c := funext hc
  -- the force along `v` is minus the covariance of `E` with `∑ v_k O_k`
  have h : v ⬝ᵥ force p O E = mean p E * mean p (combination O v)
      - mean p (fun x => E x * combination O v x) := by
    rw [mean_mul_combination, mean_combination, Finset.mul_sum, ← Finset.sum_sub_distrib]
    simp only [dotProduct, force]
    exact Finset.sum_congr rfl fun k _ => by ring
  rw [h, hT]
  simp only [mean, ← mul_assoc, ← Finset.sum_mul, hsum, mul_one, sub_self]
```

Adding ε > 0 to the diagonal restores uniqueness. For δ ≠ 0,

δ·(Sδ + εδ) = δ·Sδ + ε δ·δ > 0.

The linear map `L`, which sends δ to Sδ + εδ, is therefore injective, and in finite dimension also surjective. If f ≠ 0, its solution δ is nonzero, and f·δ = δ·(Sδ + εδ) > 0. Here f is any vector, and p need only be nonnegative and normalised.

```lean
/-- For nonnegative weights that sum to one and a shift `ε > 0`, the equation `S δ + ε δ = f` has
exactly one solution `δ`, and `f · δ` is positive whenever `f` is nonzero. -/
theorem regularised_step (p : X → ℝ) (hp : ∀ x, 0 ≤ p x) (hsum : ∑ x, p x = 1)
    (O : K → X → ℝ) (ε : ℝ) (hε : 0 < ε) (f : K → ℝ) :
    ∃ δ, srMatrix p O *ᵥ δ + ε • δ = f ∧
      (∀ δ', srMatrix p O *ᵥ δ' + ε • δ' = f → δ' = δ) ∧ (f ≠ 0 → 0 < f ⬝ᵥ δ) := by
  obtain ⟨L, hL⟩ : ∃ L : (K → ℝ) →ₗ[ℝ] (K → ℝ),
      ∀ δ, L δ = srMatrix p O *ᵥ δ + ε • δ :=
    ⟨(srMatrix p O).mulVecLin + ε • LinearMap.id, fun _ => rfl⟩
  -- the shifted matrix is positive definite
  have pos : ∀ δ, δ ≠ 0 → 0 < δ ⬝ᵥ L δ := by
    intro δ hδ
    have h1 : 0 ≤ δ ⬝ᵥ (srMatrix p O *ᵥ δ) := by
      rw [quadratic_form_eq_variance p hsum]
      exact Finset.sum_nonneg fun x _ => mul_nonneg (hp x) (sq_nonneg _)
    have h2 : 0 ≤ δ ⬝ᵥ δ := Finset.sum_nonneg fun i _ => mul_self_nonneg (δ i)
    have h3 : 0 < δ ⬝ᵥ δ :=
      lt_of_le_of_ne h2 fun h => hδ (dotProduct_self_eq_zero.1 h.symm)
    rw [hL, dotProduct_add, dotProduct_smul, smul_eq_mul]
    exact add_pos_of_nonneg_of_pos h1 (mul_pos hε h3)
  have inj : Function.Injective L := by
    refine (injective_iff_map_eq_zero L).2 fun δ h => ?_
    by_contra hne
    have h0 := pos δ hne
    rw [h, dotProduct_zero] at h0
    exact lt_irrefl _ h0
  obtain ⟨δ, hδ⟩ := LinearMap.injective_iff_surjective.1 inj f
  refine ⟨δ, (hL δ).symm.trans hδ,
    fun δ' h' => inj ((hL δ').trans (h'.trans hδ.symm)), fun hf => ?_⟩
  have hne : δ ≠ 0 := by
    intro h
    exact hf (by rw [← hδ, h, map_zero])
  have h0 := pos δ hne
  rwa [hδ, dotProduct_comm] at h0
```

## A configuration of zero weight

Take two configurations with p = (1, 0) and one function O = (0, 1). Then ⟨O²⟩ = ⟨O⟩ = 0, so S = 0 and v = 1 is a null vector, yet T = (0, 1) is not constant. These weights are not ψ²/Σψ² for a wave function with this O, because ln|ψ| is undefined where ψ = 0. They can arise as sample frequencies: for ψ = (1, e^α) the logarithmic derivative is O = (0, 1), and a Monte Carlo sample that never visits the second configuration estimates S with weights (1, 0).

```lean
/-- With weights `(1, 0)` on two configurations and one function `O = (0, 1)`, the direction
`v = 1` satisfies `S v = 0` although `v O` is not constant. -/
theorem zero_weight_counterexample :
    srMatrix (![1, 0] : Fin 2 → ℝ) (fun _ : Fin 1 => (![0, 1] : Fin 2 → ℝ)) *ᵥ (fun _ => 1) = 0 ∧
      ¬ ∃ c, ∀ x, combination (fun _ : Fin 1 => (![0, 1] : Fin 2 → ℝ)) (fun _ => 1) x = c := by
  constructor
  · ext k
    rw [srMatrix_mulVec]
    simp [mean, combination, Fin.sum_univ_two]
  · rintro ⟨c, hc⟩
    have h := (hc 0).trans (hc 1).symm
    simp [combination] at h

end

end StochasticReconfiguration
```

```lean
#print axioms StochasticReconfiguration.srMatrix_posSemidef_and_kernel
-- 'StochasticReconfiguration.srMatrix_posSemidef_and_kernel' depends on axioms: [propext, Classical.choice, Quot.sound]
#print axioms StochasticReconfiguration.srMatrix_posDef_iff
-- 'StochasticReconfiguration.srMatrix_posDef_iff' depends on axioms: [propext, Classical.choice, Quot.sound]
#print axioms StochasticReconfiguration.regularised_step
-- 'StochasticReconfiguration.regularised_step' depends on axioms: [propext, Classical.choice, Quot.sound]
#print axioms StochasticReconfiguration.zero_weight_counterexample
-- 'StochasticReconfiguration.zero_weight_counterexample' depends on axioms: [propext, Classical.choice, Quot.sound]
```
